# A critical point with two orthonormal modes of negative curvature can be bypassed at lower energy

On the surface E(x, y) = −x² − y², the straight line from (r, 0) to (−r, 0) climbs to energy 0 at the origin, but half a circle of radius r joins the same two points at constant energy −r². I expect the same near any critical point of a smooth potential energy surface whose Hessian has two negative eigenvalues: a path coming over the top along one mode can swing round through the other and stay lower. How can this be made rigorous, with a machine-checked proof, and what does it say about transition states?

## Half a turn in the plane of the two modes

Let p be the critical point, H the Hessian there, and v, w orthonormal eigenvectors with eigenvalues a, b < 0. The directions in their plane are

u(θ) = cos θ v + sin θ w.

Orthonormality gives |u(θ)|² = cos² θ + sin² θ = 1. Since H(v, y) = a⟨v, y⟩ and H(w, y) = b⟨w, y⟩ for every y,

H(u, u) = a cos θ ⟨v, u⟩ + b sin θ ⟨w, u⟩ = a cos² θ + b sin² θ.

With c = min(−a, −b) > 0, this is at most −c for every θ.

The quadratic term must now be shown to beat the remainder at one radius for all θ. The derivative DE is itself differentiable at p, and DE(p) = 0, so

DE(p + h) = H(h, ·) + R(h), with ‖R(h)‖ ≤ (c/2)|h| whenever |h| < δ.

Here δ depends on c but not on the direction of h. Along a ray h = t u, with 0 < t < r < δ,

d/dt E(p + t u) = t H(u, u) + R(t u)u ≤ −c t + (c/2) t = −(c/2) t < 0.

So E falls strictly along the ray and E(p + r u) < E(p). The whole circle of radius r lies below E(p), and the path

γ(s) = p + r u(πs), 0 ≤ s ≤ 1,

runs along it from p + r v to p − r v.

Suppose now that a reactant A is connected to p + r v, and p − r v to a product B, by paths below E(p). Joining the three paths gives one from A to B. Its energy is continuous on a compact interval, so it attains a maximum M, and M < E(p).

```lean
import Mathlib

open Topology

namespace MurrellLaidlerLocal

noncomputable section

variable {V : Type*} [NormedAddCommGroup V] [InnerProductSpace ℝ V]

/-- The Hessian of the energy surface `E` at `p`, as a bilinear form in two displacements. -/
def hessian (E : V → ℝ) (p x y : V) : ℝ := fderiv ℝ (fderiv ℝ E) p x y

/-- `v` is a normalised eigenvector of the Hessian of `E` at `p` with eigenvalue `a`. -/
def IsNormalMode (E : V → ℝ) (p : V) (a : ℝ) (v : V) : Prop :=
  ‖v‖ = 1 ∧ ∀ y, hessian E p v y = a * inner ℝ v y

/-- The unit direction at angle `θ` in the plane of two orthonormal modes `v` and `w`. -/
def direction (v w : V) (θ : ℝ) : V := Real.cos θ • v + Real.sin θ • w

/-- For orthonormal `v` and `w` and `r > 0`, the point at angle `θ` on the circle of radius `r`
about `p` in the plane of `v` and `w`. -/
def ringPoint (p v w : V) (r θ : ℝ) : V := p + r • direction v w θ

/-- Every direction in the plane of two orthonormal vectors, given by its angle, has length one. -/
theorem norm_direction {v w : V} (hv : ‖v‖ = 1) (hw : ‖w‖ = 1)
    (hvw : inner ℝ v w = 0) (θ : ℝ) : ‖direction v w θ‖ = 1 := by
  have hvv : inner ℝ v v = (1 : ℝ) := by rw [real_inner_self_eq_norm_sq, hv]; norm_num
  have hww : inner ℝ w w = (1 : ℝ) := by rw [real_inner_self_eq_norm_sq, hw]; norm_num
  have hwv : inner ℝ w v = (0 : ℝ) := by rw [real_inner_comm]; exact hvw
  have h : ‖direction v w θ‖ ^ 2 = 1 := by
    rw [← real_inner_self_eq_norm_sq]
    simp only [direction, inner_add_left, inner_add_right, real_inner_smul_left,
      real_inner_smul_right, hvv, hww, hvw, hwv]
    linear_combination Real.sin_sq_add_cos_sq θ
  exact (pow_eq_one_iff_of_nonneg (norm_nonneg _) two_ne_zero).1 h

/-- The curvature of `E` along the direction at angle `θ` between two orthonormal modes is
`a cos² θ + b sin² θ`. -/
theorem hessian_direction {E : V → ℝ} {p v w : V} {a b : ℝ}
    (hv : IsNormalMode E p a v) (hw : IsNormalMode E p b w)
    (hvw : inner ℝ v w = 0) (θ : ℝ) :
    hessian E p (direction v w θ) (direction v w θ)
      = a * Real.cos θ ^ 2 + b * Real.sin θ ^ 2 := by
  have hvv : inner ℝ v v = (1 : ℝ) := by rw [real_inner_self_eq_norm_sq, hv.1]; norm_num
  have hww : inner ℝ w w = (1 : ℝ) := by rw [real_inner_self_eq_norm_sq, hw.1]; norm_num
  have hwv : inner ℝ w v = (0 : ℝ) := by rw [real_inner_comm]; exact hvw
  have key : ∀ y, hessian E p (direction v w θ) y
      = Real.cos θ * hessian E p v y + Real.sin θ * hessian E p w y := by
    intro y
    simp [hessian, direction]
  rw [key, hv.2, hw.2]
  simp only [direction, inner_add_right, real_inner_smul_right, hvv, hww, hvw, hwv]
  ring

/-- Around a critical point there is one radius below which the energy lies under `E p` along every
unit direction whose curvature is at most `-c`, for a given `c > 0`. -/
theorem uniform_descent {E : V → ℝ} {p : V} (hE : ContDiff ℝ 2 E)
    (hp : fderiv ℝ E p = 0) {c : ℝ} (hc : 0 < c) :
    ∃ δ > 0, ∀ u : V, ‖u‖ = 1 → hessian E p u u ≤ -c →
      ∀ r : ℝ, 0 < r → r < δ → E (p + r • u) < E p := by
  have hd : DifferentiableAt ℝ (fderiv ℝ E) p :=
    ((hE.fderiv_right (m := 1) (one_add_one_eq_two).le).differentiable (by norm_num)) p
  -- the gradient near `p` is the Hessian applied to the displacement, up to a small error
  have ho := hasFDerivAt_iff_isLittleO_nhds_zero.1 hd.hasFDerivAt
  obtain ⟨δ, hδ, hball⟩ := Metric.eventually_nhds_iff.1 (ho.def (half_pos hc))
  refine ⟨δ, hδ, fun u hu hH r hr hrδ => ?_⟩
  have hg : ∀ t : ℝ, HasDerivAt (fun t : ℝ => E (p + t • u))
      (fderiv ℝ E (p + t • u) u) t := by
    intro t
    have h1 : HasDerivAt (fun t : ℝ => p + t • u) u t := by
      simpa using ((hasDerivAt_id' t).smul_const u).const_add p
    exact ((hE.differentiable (by norm_num)) (p + t • u)).hasFDerivAt.comp_hasDerivAt t h1
  -- the slope along the ray is negative, so the energy falls strictly
  have hanti : StrictAntiOn (fun t : ℝ => E (p + t • u)) (Set.Icc 0 r) := by
    apply strictAntiOn_of_deriv_neg (convex_Icc 0 r)
    · exact fun t _ => (hg t).continuousAt.continuousWithinAt
    · intro t ht
      rw [interior_Icc] at ht
      rw [(hg t).deriv]
      have hn : ‖t • u‖ = t := by
        rw [norm_smul, hu, mul_one, Real.norm_of_nonneg ht.1.le]
      have hb : ‖fderiv ℝ E (p + t • u) - fderiv ℝ E p
          - fderiv ℝ (fderiv ℝ E) p (t • u)‖ ≤ c / 2 * ‖t • u‖ :=
        hball (by rw [dist_zero_right, hn]; exact ht.2.trans hrδ)
      rw [hp, sub_zero, hn] at hb
      have hop := ContinuousLinearMap.le_opNorm
        (fderiv ℝ E (p + t • u) - fderiv ℝ (fderiv ℝ E) p (t • u)) u
      have hval : (fderiv ℝ E (p + t • u) - fderiv ℝ (fderiv ℝ E) p (t • u)) u
          = fderiv ℝ E (p + t • u) u - t * hessian E p u u := by
        simp [hessian]
      rw [hu, mul_one, hval, Real.norm_eq_abs] at hop
      have hle := (le_abs_self _).trans (hop.trans hb)
      nlinarith [mul_le_mul_of_nonneg_left hH ht.1.le, mul_pos hc ht.1]
  have hfin := hanti (Set.left_mem_Icc.2 hr.le) (Set.right_mem_Icc.2 hr.le) hr
  simpa using hfin

/-- Every sufficiently small circle about a critical point, in the plane of two orthonormal modes
with negative eigenvalues, lies entirely below the energy of the critical point. -/
theorem low_ring {E : V → ℝ} {p v w : V} {a b : ℝ} (hE : ContDiff ℝ 2 E)
    (hp : fderiv ℝ E p = 0) (hv : IsNormalMode E p a v) (hw : IsNormalMode E p b w)
    (hvw : inner ℝ v w = 0) (ha : a < 0) (hb : b < 0) :
    ∃ δ > 0, ∀ r : ℝ, 0 < r → r < δ → ∀ θ : ℝ, E (ringPoint p v w r θ) < E p := by
  -- the weaker of the two negative curvatures bounds all directions in the plane
  obtain ⟨c, hc, hca, hcb⟩ : ∃ c : ℝ, 0 < c ∧ c ≤ -a ∧ c ≤ -b :=
    ⟨min (-a) (-b), lt_min (by linarith) (by linarith), min_le_left _ _, min_le_right _ _⟩
  obtain ⟨δ, hδ, h⟩ := uniform_descent hE hp hc
  refine ⟨δ, hδ, fun r hr hrδ θ => h _ (norm_direction hv.1 hw.1 hvw θ) ?_ r hr hrδ⟩
  rw [hessian_direction hv hw hvw]
  have h1 : c * (Real.sin θ ^ 2 + Real.cos θ ^ 2) = c := by
    rw [Real.sin_sq_add_cos_sq, mul_one]
  nlinarith [mul_nonneg (sub_nonneg.2 hca) (sq_nonneg (Real.cos θ)),
    mul_nonneg (sub_nonneg.2 hcb) (sq_nonneg (Real.sin θ))]

/-- If the Hessian at a critical point `p` has two orthonormal modes `v`, `w` with negative
eigenvalues, then for all small `r > 0` a continuous path on the sphere of radius `r` about `p`
joins `p + r v` to `p - r v` with energy below `E p` throughout. -/
theorem murrell_laidler_detour {E : V → ℝ} {p v w : V} {a b : ℝ} (hE : ContDiff ℝ 2 E)
    (hp : fderiv ℝ E p = 0) (hv : IsNormalMode E p a v) (hw : IsNormalMode E p b w)
    (hvw : inner ℝ v w = 0) (ha : a < 0) (hb : b < 0) :
    ∃ δ > 0, ∀ r : ℝ, 0 < r → r < δ →
      ∃ γ : Path (p + r • v) (p - r • v), ∀ t, ‖γ t - p‖ = r ∧ E (γ t) < E p := by
  obtain ⟨δ, hδ, h⟩ := low_ring hE hp hv hw hvw ha hb
  refine ⟨δ, hδ, fun r hr hrδ => ?_⟩
  -- half a turn around the circle
  let γ : Path (p + r • v) (p - r • v) :=
    { toFun := fun t => ringPoint p v w r (Real.pi * (t : ℝ))
      continuous_toFun := by unfold ringPoint direction; fun_prop
      source' := by simp [ringPoint, direction]
      target' := by simp [ringPoint, direction, sub_eq_add_neg] }
  refine ⟨γ, fun t => ⟨?_, h r hr hrδ _⟩⟩
  change ‖ringPoint p v w r (Real.pi * (t : ℝ)) - p‖ = r
  rw [ringPoint, add_sub_cancel_left, norm_smul, norm_direction hv.1 hw.1 hvw, mul_one,
    Real.norm_of_nonneg hr.le]

/-- Let `p` be a critical point with two orthonormal modes `v`, `w` of negative eigenvalue. If
reactant `A` and product `B` are connected below `E p` to the points `p + r v` and `p - r v` with `r
> 0` small, then some path from `A` to `B` stays at or below a level `M < E p`. -/
theorem lower_pass_exists {E : V → ℝ} {p v w : V} {a b : ℝ} (hE : ContDiff ℝ 2 E)
    (hp : fderiv ℝ E p = 0) (hv : IsNormalMode E p a v) (hw : IsNormalMode E p b w)
    (hvw : inner ℝ v w = 0) (ha : a < 0) (hb : b < 0) :
    ∃ δ > 0, ∀ r : ℝ, 0 < r → r < δ → ∀ A B : V,
      JoinedIn {x | E x < E p} A (p + r • v) → JoinedIn {x | E x < E p} (p - r • v) B →
      ∃ γ : Path A B, ∃ M < E p, ∀ t, E (γ t) ≤ M := by
  obtain ⟨δ, hδ, h⟩ := murrell_laidler_detour hE hp hv hw hvw ha hb
  refine ⟨δ, hδ, fun r hr hrδ A B hA hB => ?_⟩
  obtain ⟨γ, hγ⟩ := h r hr hrδ
  have hmid : JoinedIn {x | E x < E p} (p + r • v) (p - r • v) := ⟨γ, fun t => (hγ t).2⟩
  obtain ⟨Γ, hΓ⟩ := (hA.trans hmid).trans hB
  -- the energy attains its maximum along the joined path
  obtain ⟨t₀, _, hmax⟩ := isCompact_univ.exists_isMaxOn Set.univ_nonempty
    (hE.continuous.comp Γ.continuous).continuousOn
  exact ⟨Γ, E (Γ t₀), hΓ t₀, fun t => hmax (Set.mem_univ t)⟩

end

end MurrellLaidlerLocal
```

```lean
#print axioms MurrellLaidlerLocal.lower_pass_exists
```

```
'MurrellLaidlerLocal.lower_pass_exists' depends on axioms: [propext, Classical.choice, Quot.sound]
```

## What the theorems say about a surface

`V` is any real inner product space, with ℝⁿ as the case of interest. `ContDiff ℝ 2 E` makes the energy twice continuously differentiable everywhere, which idealises a molecular surface by leaving out nuclear coalescences and cusps at conical intersections. `fderiv ℝ E p = 0` says that the forces vanish at p. `hessian` is the second derivative as a bilinear form, and `IsNormalMode` asks for a unit vector satisfying the eigenvalue equation against every displacement y. The eigenvalues and modes depend on the choice of inner product: the mass-weighted one gives the usual vibrational modes. The eigenvalues a and b may coincide.

`murrell_laidler_detour` provides one δ > 0 such that every r with 0 < r < δ has a continuous `Path` between the two points, at distance exactly r from p and strictly below `E p`.

In `lower_pass_exists`, `JoinedIn {x | E x < E p}` expresses the assumed connections. They stand for the parts of a route over p that come before and after the summit; they are not derived from the Hessian.

The Murrell–Laidler theorem is usually stated as saying that a transition state has exactly one negative Hessian eigenvalue. The result here is the step that rules out two: on a single smooth surface, and given those connections, p is not the highest point of a lowest-energy route. It does not establish that a lowest route exists. Other modes may have zero eigenvalues, but the case where the second eigenvalue is zero instead of negative is not covered.

## How the Lean proof follows the argument

`norm_direction` and `hessian_direction` expand the inner products and the bilinear form to get the unit length and the curvature formula.

`uniform_descent` carries the analysis. The little-o form of differentiability, taken with constant c/2, supplies δ; `hg` is the chain rule along the ray; `le_opNorm` turns the bound on R into a bound on the slope. `nlinarith` then combines this with H(u, u) ≤ −c to make the slope negative, and `strictAntiOn_of_deriv_neg` yields the strict decrease.

`low_ring` chooses c as the minimum above and applies the descent to every angle. `murrell_laidler_detour` builds γ from `ringPoint` at angle πt and checks its endpoints and radius. `lower_pass_exists` concatenates the paths with `trans` and takes M from `isCompact_univ.exists_isMaxOn`.
